# The occupation after n McWeeny purification steps from offset t(2/3)ⁿ around half filling converges to a scaling profile as n grows

## Does the cubic loss in each step spoil the limit?

I start a level at occupation 1/2 + 2t/3, with t a small positive number, and apply one McWeeny step f(x) = 3x² − 2x³. The result is

1/2 + t − (16/27)t³.

So the step stretches the offset from half filling by 3/2, which brings it to t, apart from a cubic loss. If I plan two steps and start at 1/2 + 4t/9, I again end near 1/2 + t, but now there are two losses. With n steps I start at 1/2 + t(2/3)ⁿ and collect n of them.

This matters to me because levels close to the chemical potential are the slow ones in density-matrix purification. Do the final occupations settle to a definite function of t as n grows, or do the losses pile up until the limit is just 1/2?

## The losses stay below (16/15)t³, and the limit has slope one

They settle. Later steps stretch an early loss along with the offset, but the loss is cubic in an offset that is still small. For small t, a loss made one step earlier is smaller by a factor of about (2/3)³ = 8/27 and is stretched by 3/2 once more, so it counts only about 4/9 as much in the final value. The sum of the losses therefore stays bounded. Write

aₙ(t) = fⁿ(1/2 + t(2/3)ⁿ),

where fⁿ is the n-fold iterate. For t in [0,1/2] these values are nonincreasing in n. For every real t they converge to a limit φ(t), and φ(3t/2) = f(φ(t)). Near half filling φ(t) is 1/2 + t up to a cubic error.

**One step.** Expanding around half filling gives

f(1/2 + u) = 3(1/4 + u + u²) − 2(1/8 + 3u/4 + 3u²/2 + u³) = 1/2 + 3u/2 − 2u³.

The map also preserves order on [0,1], since

f(y) − f(x) = (y − x)[3x(1 − x) + 3y(1 − y) + (x − y)²] ≥ 0 for 0 ≤ x ≤ y ≤ 1.

**Recursion.** The starting offset (3t/2)(2/3)ⁿ⁺¹ equals t(2/3)ⁿ, so

aₙ₊₁(3t/2) = f(aₙ(t)).

**Bounds.** For 0 ≤ t ≤ 1/2 and every n,

1/2 + t − (16/15)t³ ≤ aₙ(t) ≤ 1/2 + t.

At n = 0 the value is 1/2 + t. For the induction step put t = 3s/2, so that 0 ≤ s ≤ 1/3. Order preservation gives the upper bound:

aₙ₊₁(t) = f(aₙ(s)) ≤ f(1/2 + s) = 1/2 + 3s/2 − 2s³ ≤ 1/2 + t.

For the lower bound let w = s − (16/15)s³, which satisfies 0 ≤ w ≤ s. Then

aₙ₊₁(t) ≥ f(1/2 + w) = 1/2 + 3w/2 − 2w³ ≥ 1/2 + 3s/2 − (8/5)s³ − 2s³ = 1/2 + t − (18/5)s³.

Since s³ = (8/27)t³, the last term is exactly (16/15)t³. The constant is the one for which the old loss, stretched by 3/2, plus the new loss 2s³ reproduces the same bound.

**Monotonicity.** The upper bound gives a₁(t) ≤ 1/2 + t = a₀(t). If aₙ₊₁(s) ≤ aₙ(s), applying f to both sides gives aₙ₊₂(3s/2) ≤ aₙ₊₁(3s/2). The bounds keep all these values in [0,1], where f preserves order.

**Limit.** On [0,1/2] the sequence is nonincreasing and bounded below by 0, so it converges. If aₙ(s) → L, then aₙ₊₁(3s/2) = f(aₙ(s)) → f(L) by continuity, which extends convergence outwards by factors of 3/2 to all t ≥ 0. Because f(1 − x) = 1 − f(x), we also have aₙ(−t) = 1 − aₙ(t), which handles negative t. Taking limits in the recursion yields φ(3t/2) = f(φ(t)).

**Slope.** Taking limits in the bounds, and using the symmetry for t < 0, gives

|φ(t) − 1/2 − t| ≤ (16/15)|t|³ for |t| ≤ 1/2.

At t = 0 this forces φ(0) = 1/2: a level exactly at half filling never moves. For 0 < |t| ≤ 1/2, dividing by |t| shows that the difference quotient at zero differs from 1 by at most (16/15)t². The constant function 1/2 also solves the functional equation, but this estimate rules it out as the limit.

## What the theorems say about occupations

In the code, `mcWeeny` is f, `zoomed n t` is aₙ(t), and `profile t` is φ(t); the last two names are descriptive, not textbook terms. The number `t` is a scaled offset. The actual initial offset is `t * (2 / 3) ^ n`, so changing `n` changes the starting occupation as well as the number of steps.

The theorem `scaling_profile` has three parts. `Antitone` says that the values are nonincreasing in `n` for `t` in the closed interval [0,1/2]. `Tendsto` says that they converge to `profile t` at every real `t`. The last part is the functional equation, also for every real `t`. For large |t| the first few starting values lie outside [0,1] and are not physical occupations, but for large enough `n` the start is inside.

The theorem `profile_linear_error` is the cubic estimate, and `profile_hasDerivAt_zero` says that the derivative at 0 is 1. Convergence is stated pointwise and without a rate in `n`, and nothing is stated about how φ approaches 0 or 1 at large |t|.

For a one-particle Hamiltonian matrix H in an orthonormal basis, with a fixed chemical potential μ, take the initial matrix 1/2 + λ(μ − H), with λ > 0 a scale that puts its spectrum in [0,1]. A level of energy ε then has scaled offset t = (3/2)ⁿλ(μ − ε) after n steps, so for large n φ describes the smoothed occupation step near μ, in an energy window whose width is multiplied by 2/3 at each step. The code treats single numbers. Passing from the matrix iteration to its eigenvalues, each mapped by f, is the spectral step that you have to supply.

```lean
import Mathlib

open Filter Topology

namespace McWeenyProfile

noncomputable section

/-- The McWeeny purification map acting on a single occupation number. -/
def mcWeeny (x : ℝ) : ℝ := 3 * x ^ 2 - 2 * x ^ 3

/-- The occupation after `n` purification steps of a level that starts at the offset
`t (2/3)^n` from half filling. -/
def zoomed (n : ℕ) (t : ℝ) : ℝ := mcWeeny^[n] (1 / 2 + t * (2 / 3) ^ n)

/-- The scaling profile: the limit of `zoomed n t` as `n` grows, at fixed scaled offset `t`. -/
def profile (t : ℝ) : ℝ := limUnder atTop (fun n => zoomed n t)

/-- Around half filling, one step stretches the offset `u` by `3/2` and subtracts `2 u^3`. -/
theorem mcWeeny_half_add (u : ℝ) :
    mcWeeny (1 / 2 + u) = 1 / 2 + 3 / 2 * u - 2 * u ^ 3 := by
  unfold mcWeeny
  ring

/-- Purification preserves the order of occupations in `[0,1]`. -/
theorem mcWeeny_mono {x y : ℝ} (hx : 0 ≤ x) (hxy : x ≤ y) (hy : y ≤ 1) :
    mcWeeny x ≤ mcWeeny y := by
  have h : 0 ≤ 3 * (x + y) - 2 * (x ^ 2 + x * y + y ^ 2) := by
    nlinarith [mul_nonneg hx (sub_nonneg.2 (hxy.trans hy)),
      mul_nonneg (hx.trans hxy) (sub_nonneg.2 hy), sq_nonneg (x - y)]
  have h' := mul_nonneg (sub_nonneg.2 hxy) h
  unfold mcWeeny
  linarith [h', show (y - x) * (3 * (x + y) - 2 * (x ^ 2 + x * y + y ^ 2))
    = (3 * y ^ 2 - 2 * y ^ 3) - (3 * x ^ 2 - 2 * x ^ 3) by ring]

/-- Applying one more purification step to the `n`-step value at scaled offset `t` gives the
`(n + 1)`-step value at scaled offset `3/2 t`. -/
theorem zoomed_succ (n : ℕ) (t : ℝ) :
    zoomed (n + 1) (3 / 2 * t) = mcWeeny (zoomed n t) := by
  unfold zoomed
  rw [Function.iterate_succ_apply',
    show 3 / 2 * t * (2 / 3 : ℝ) ^ (n + 1) = t * (2 / 3) ^ n by rw [pow_succ]; ring]

/-- Particle-hole symmetry: opposite offsets give occupations that add up to one. -/
theorem zoomed_neg (n : ℕ) (t : ℝ) : zoomed n (-t) = 1 - zoomed n t := by
  induction n generalizing t with
  | zero =>
    simp only [zoomed, Function.iterate_zero, id_eq, pow_zero]
    ring
  | succ n ih =>
    obtain ⟨s, rfl⟩ : ∃ s, t = 3 / 2 * s := ⟨2 / 3 * t, by ring⟩
    rw [show -(3 / 2 * s) = 3 / 2 * (-s) by ring, zoomed_succ, zoomed_succ, ih]
    unfold mcWeeny
    ring

/-- For scaled offsets `t` in `[0,1/2]`, the occupation lies below `1/2 + t` by at most
`(16/15) t^3`, whatever the number of steps. -/
theorem zoomed_bounds (n : ℕ) {t : ℝ} (h0 : 0 ≤ t) (h1 : t ≤ 1 / 2) :
    1 / 2 + t - 16 / 15 * t ^ 3 ≤ zoomed n t ∧ zoomed n t ≤ 1 / 2 + t := by
  induction n generalizing t with
  | zero =>
    have h3 := pow_nonneg h0 3
    have hz : zoomed 0 t = 1 / 2 + t := by simp [zoomed]
    rw [hz]
    constructor <;> linarith
  | succ n ih =>
    obtain ⟨s, rfl⟩ : ∃ s, t = 3 / 2 * s := ⟨2 / 3 * t, by ring⟩
    have hs0 : 0 ≤ s := by linarith
    have hs1 : s ≤ 1 / 3 := by linarith
    obtain ⟨hl, hu⟩ := ih hs0 (by linarith)
    have h2 : s ^ 2 ≤ 1 / 9 := by nlinarith
    have h3 : s ^ 3 ≤ s / 9 := by nlinarith [mul_le_mul_of_nonneg_left h2 hs0]
    have h3' := pow_nonneg hs0 3
    rw [zoomed_succ]
    constructor
    · -- the cubic loss of one step is absorbed by the constant 16/15
      have m := mcWeeny_mono (x := 1 / 2 + (s - 16 / 15 * s ^ 3)) (y := zoomed n s)
        (by linarith) (by linarith) (by linarith)
      rw [mcWeeny_half_add] at m
      have hw : (s - 16 / 15 * s ^ 3) ^ 3 ≤ s ^ 3 :=
        pow_le_pow_left₀ (by linarith) (by linarith) 3
      have e : (3 / 2 * s) ^ 3 = 27 / 8 * s ^ 3 := by ring
      rw [e]
      linarith
    · have m := mcWeeny_mono (x := zoomed n s) (y := 1 / 2 + s)
        (by linarith) hu (by linarith)
      rw [mcWeeny_half_add] at m
      linarith

/-- For a fixed scaled offset `t` in `[0,1/2]`, the final occupation `zoomed n t` is nonincreasing
in `n`. The starting offset `t (2/3)^n` changes with `n` as well. -/
theorem zoomed_antitone {t : ℝ} (h0 : 0 ≤ t) (h1 : t ≤ 1 / 2) :
    Antitone (fun n => zoomed n t) := by
  refine antitone_nat_of_succ_le fun n => ?_
  induction n generalizing t with
  | zero =>
    have hz : zoomed 0 t = 1 / 2 + t := by simp [zoomed]
    rw [hz]
    exact (zoomed_bounds _ h0 h1).2
  | succ n ih =>
    obtain ⟨s, rfl⟩ : ∃ s, t = 3 / 2 * s := ⟨2 / 3 * t, by ring⟩
    have hs0 : 0 ≤ s := by linarith
    have hs1 : s ≤ 1 / 2 := by linarith
    have h2 : s ^ 2 ≤ 1 / 4 := by nlinarith
    have h3 : s ^ 3 ≤ s / 4 := by nlinarith [mul_le_mul_of_nonneg_left h2 hs0]
    rw [zoomed_succ, zoomed_succ]
    exact mcWeeny_mono (by linarith [(zoomed_bounds (n + 1) hs0 hs1).1]) (ih hs0 hs1)
      (by linarith [(zoomed_bounds n hs0 hs1).2])

/-- At every real scaled offset `t`, the values `zoomed n t` converge to `profile t` as `n` grows.
-/
theorem tendsto_profile (t : ℝ) :
    Tendsto (fun n => zoomed n t) atTop (𝓝 (profile t)) := by
  have hc : Continuous mcWeeny := by
    unfold mcWeeny
    fun_prop
  -- extend convergence from [0,1/2] outwards by factors 3/2
  have key : ∀ k : ℕ, ∀ s : ℝ, 0 ≤ s → s ≤ 1 / 2 * (3 / 2) ^ k →
      ∃ L, Tendsto (fun n => zoomed n s) atTop (𝓝 L) := by
    intro k
    induction k with
    | zero =>
      intro s h0 h1
      have h1' : s ≤ 1 / 2 := by simpa using h1
      have h2 : s ^ 2 ≤ 1 / 4 := by nlinarith
      have h3 : s ^ 3 ≤ s / 4 := by nlinarith [mul_le_mul_of_nonneg_left h2 h0]
      refine ⟨_, tendsto_atTop_ciInf (zoomed_antitone h0 h1') ⟨0, ?_⟩⟩
      rintro _ ⟨n, rfl⟩
      show 0 ≤ zoomed n s
      linarith [(zoomed_bounds n h0 h1').1]
    | succ k ih =>
      intro s h0 h1
      obtain ⟨r, rfl⟩ : ∃ r, s = 3 / 2 * r := ⟨2 / 3 * s, by ring⟩
      rw [pow_succ] at h1
      obtain ⟨L, hL⟩ := ih r (by linarith) (by linarith)
      refine ⟨mcWeeny L, (tendsto_add_atTop_iff_nat 1).1 ?_⟩
      simp only [zoomed_succ]
      exact (hc.tendsto L).comp hL
  have pos : ∀ s : ℝ, 0 ≤ s → ∃ L, Tendsto (fun n => zoomed n s) atTop (𝓝 L) := by
    intro s hs
    obtain ⟨k, hk⟩ := pow_unbounded_of_one_lt (2 * s) (by norm_num : (1 : ℝ) < 3 / 2)
    exact key k s hs (by linarith)
  refine tendsto_nhds_limUnder ?_
  rcases le_total 0 t with h | h
  · exact pos t h
  · -- negative offsets follow from particle-hole symmetry
    obtain ⟨L, hL⟩ := pos (-t) (by linarith)
    refine ⟨1 - L, (hL.const_sub 1).congr fun n => ?_⟩
    rw [zoomed_neg]
    ring

/-- At fixed scaled offset `t`, the values `zoomed n t` are nonincreasing in `n` if `t` is in
`[0,1/2]`, and they converge to `profile t` for every real `t`. One purification step acts on the
profile as a stretch of the scaled offset by `3/2`. -/
theorem scaling_profile :
    (∀ t ∈ Set.Icc (0 : ℝ) (1 / 2), Antitone (fun n => zoomed n t)) ∧
    (∀ t, Tendsto (fun n => zoomed n t) atTop (𝓝 (profile t))) ∧
    (∀ t, profile (3 / 2 * t) = mcWeeny (profile t)) := by
  refine ⟨fun t ht => zoomed_antitone ht.1 ht.2, tendsto_profile, fun t => ?_⟩
  have hc : Continuous mcWeeny := by
    unfold mcWeeny
    fun_prop
  -- both sides are limits of the same shifted sequence
  have h1 := (tendsto_add_atTop_iff_nat 1).2 (tendsto_profile (3 / 2 * t))
  simp only [zoomed_succ] at h1
  exact tendsto_nhds_unique h1 ((hc.tendsto _).comp (tendsto_profile t))

/-- For scaled offsets of size at most `1/2`, the profile differs from the straight line
`1/2 + t` by at most `(16/15) |t|^3`. -/
theorem profile_linear_error {t : ℝ} (ht : |t| ≤ 1 / 2) :
    |profile t - (1 / 2 + t)| ≤ 16 / 15 * |t| ^ 3 := by
  have pos : ∀ s : ℝ, 0 ≤ s → s ≤ 1 / 2 →
      |profile s - (1 / 2 + s)| ≤ 16 / 15 * s ^ 3 := by
    intro s h0 h1
    have hl := ge_of_tendsto' (tendsto_profile s) fun n => (zoomed_bounds n h0 h1).1
    have hu := le_of_tendsto' (tendsto_profile s) fun n => (zoomed_bounds n h0 h1).2
    have h3 := pow_nonneg h0 3
    rw [abs_le]
    constructor <;> linarith
  rcases le_total 0 t with h | h
  · rw [abs_of_nonneg h] at ht ⊢
    exact pos t h ht
  · rw [abs_of_nonpos h] at ht ⊢
    have hn : profile (-t) = 1 - profile t := by
      have h1 := tendsto_profile (-t)
      simp only [zoomed_neg] at h1
      exact tendsto_nhds_unique h1 ((tendsto_profile t).const_sub 1)
    have h2 := pos (-t) (by linarith) ht
    rw [hn, show 1 - profile t - (1 / 2 + -t) = -(profile t - (1 / 2 + t)) by ring,
      abs_neg] at h2
    exact h2

/-- The profile has slope one at zero offset. -/
theorem profile_hasDerivAt_zero : HasDerivAt profile 1 0 := by
  have h0 : profile 0 = 1 / 2 := by
    have h := profile_linear_error (t := 0) (by norm_num)
    have h' : |profile 0 - (1 / 2 + 0)| ≤ 0 := by simpa using h
    linarith [abs_nonpos_iff.1 h']
  rw [hasDerivAt_iff_tendsto]
  -- the difference quotient misses the slope by at most (16/15) t^2
  refine squeeze_zero' (g := fun t : ℝ => 16 / 15 * t ^ 2)
    (Eventually.of_forall fun t => by positivity) ?_ ?_
  · filter_upwards [Metric.ball_mem_nhds (0 : ℝ) (by norm_num : (0 : ℝ) < 1 / 2)] with t ht
    rw [Metric.mem_ball, Real.dist_eq, sub_zero] at ht
    simp only [h0, sub_zero, smul_eq_mul, mul_one, Real.norm_eq_abs]
    by_cases h : t = 0
    · simp [h]
    · rw [inv_mul_le_iff₀ (abs_pos.2 h), ← sq_abs t, sub_sub]
      calc |profile t - (1 / 2 + t)| ≤ 16 / 15 * |t| ^ 3 := profile_linear_error ht.le
        _ = |t| * (16 / 15 * |t| ^ 2) := by ring
  · have hc : Continuous (fun t : ℝ => 16 / 15 * t ^ 2) := by fun_prop
    simpa using hc.tendsto 0

end

end McWeenyProfile
```

```lean
#print axioms McWeenyProfile.scaling_profile
-- 'McWeenyProfile.scaling_profile' depends on axioms: [propext, Classical.choice, Quot.sound]
#print axioms McWeenyProfile.profile_hasDerivAt_zero
-- 'McWeenyProfile.profile_hasDerivAt_zero' depends on axioms: [propext, Classical.choice, Quot.sound]
```

## From the recursion to the limit in Lean

`mcWeeny_half_add` is the expansion around half filling, and `mcWeeny_mono` proves order preservation by factoring out y − x, as above. `zoomed_succ` is the recursion: it peels off the outermost application of f and matches the starting offsets. `zoomed_neg` obtains the particle-hole symmetry by induction.

In `zoomed_bounds`, the induction leaves `t` general because the hypothesis is needed at s, not at t. The line `obtain ⟨s, rfl⟩` makes the substitution t = 3s/2. The two branches then apply `mcWeeny_mono` to the lower and upper bounds, and `hw` is the inequality w³ ≤ s³. `zoomed_antitone` uses the same substitution to carry the first decrease to all later steps.

The definition of `profile` through `limUnder` returns a number even for a sequence without a limit, so `tendsto_profile` is what gives it its meaning. Its inner statement `key` starts from monotone convergence on [0,1/2] and enlarges the interval by a factor of 3/2 at each induction step. Every nonnegative `t` is reached because the powers of 3/2 are unbounded, and `zoomed_neg` supplies the other sign.

For the functional equation, `scaling_profile` shifts the index by one and notes that both sides are limits of the same sequence, so `tendsto_nhds_unique` makes them equal. `profile_linear_error` passes the two bounds to the limit, and `profile_hasDerivAt_zero` squeezes the error of the difference quotient between 0 and (16/15)t².
